# Closed form of the random-phase screened interaction of the half-filled Hubbard dimer

The theorem `screened_eq` concerns the random-phase approximation for a two-site Hubbard model with hopping t and on-site interaction U. In the physical setting t > 0, and two electrons of opposite spin fill the bonding orbital. The density response is summed over spin, and the interaction v = U·1 couples the total site densities. At real frequency w the independent-particle response is then χ₀(w) = 8t/(w² − 4t²) · R. Here R = r rᵀ, and r = (1/2, −1/2) is the sitewise product of the normalised bonding and antibonding orbitals.

The theorem states that the screened interaction (1 − vχ₀)⁻¹v equals U·1 + 8tU²/(w² − 4t² − 4tU) · R, provided w² is neither 4t² nor 4t² + 4tU. The proof proposes an inverse of the dielectric matrix 1 − vχ₀, the identity plus a multiple of R, and uses R² = R/2 to reduce the check to a scalar identity, `hab`.

As first written in Lean, the proof fails:

```lean
import Mathlib

open Matrix

namespace HubbardDimerScreening

noncomputable section

/-- Product of the bonding and antibonding orbitals on the two sites. -/
def r : Fin 2 → ℝ := ![1/2, -1/2]

/-- The matrix `r rᵀ` on the two sites. -/
def R : Matrix (Fin 2) (Fin 2) ℝ := vecMulVec r r

/-- On-site Hubbard interaction `v = U 1`. -/
def coulomb (U : ℝ) : Matrix (Fin 2) (Fin 2) ℝ := U • 1

/-- Independent-particle density response with hopping `t` at frequency `w`,
for `w² ≠ 4t²`. -/
def chi0 (t w : ℝ) : Matrix (Fin 2) (Fin 2) ℝ := (8 * t / (w ^ 2 - 4 * t ^ 2)) • R

/-- Dielectric matrix `1 - v χ₀(w)`, for `w² ≠ 4t²`. -/
def dielectric (t U w : ℝ) : Matrix (Fin 2) (Fin 2) ℝ := 1 - coulomb U * chi0 t w

/-- Screened interaction `W(w) = (1 - v χ₀(w))⁻¹ v`, for `w² ≠ 4t²` and an invertible
dielectric matrix. -/
def screened (t U w : ℝ) : Matrix (Fin 2) (Fin 2) ℝ := (dielectric t U w)⁻¹ * coulomb U

/-- The matrix `r rᵀ` squares to half of itself. -/
theorem R_mul_R : R * R = (1 / 2 : ℝ) • R := by
  ext i j
  fin_cases i <;> fin_cases j <;>
    norm_num [R, r, Matrix.mul_apply, Fin.sum_univ_two, vecMulVec_apply]

/-- The dielectric matrix differs from the identity by a multiple of `r rᵀ`. -/
theorem dielectric_eq (t U w : ℝ) :
    dielectric t U w = 1 - (8 * t * U / (w ^ 2 - 4 * t ^ 2)) • R := by
  have h : U * (8 * t / (w ^ 2 - 4 * t ^ 2)) = 8 * t * U / (w ^ 2 - 4 * t ^ 2) := by ring
  rw [dielectric, coulomb, chi0, smul_mul_assoc, one_mul, smul_smul, h]

/-- Closed form of the screened interaction at every frequency away from the orbital gap
and from the resonance `w² = 4t² + 4tU`. -/
theorem screened_eq {t U w : ℝ} (hw : w ^ 2 ≠ 4 * t ^ 2)
    (hres : w ^ 2 ≠ 4 * t ^ 2 + 4 * t * U) :
    screened t U w =
      U • 1 + (8 * t * U ^ 2 / (w ^ 2 - 4 * t ^ 2 - 4 * t * U)) • R := by
  have hD : w ^ 2 - 4 * t ^ 2 ≠ 0 := sub_ne_zero.2 hw
  have hE : w ^ 2 - 4 * t ^ 2 - 4 * t * U ≠ 0 := fun h => hres (by linarith)
  -- the inverse is again the identity plus a multiple of `R`
  have hinv : dielectric t U w *
      (1 + (8 * t * U / (w ^ 2 - 4 * t ^ 2 - 4 * t * U)) • R) = 1 := by
    rw [dielectric_eq]
    have ha := div_mul_cancel₀ (8 * t * U) hD
    have hb := div_mul_cancel₀ (8 * t * U) hE
    generalize 8 * t * U / (w ^ 2 - 4 * t ^ 2) = a at ha ⊢
    generalize 8 * t * U / (w ^ 2 - 4 * t ^ 2 - 4 * t * U) = b at hb ⊢
    have hab : b - a - a * b / 2 = 0 := by
      apply mul_left_cancel₀ (mul_ne_zero hD hE)
      linear_combination (w ^ 2 - 4 * t ^ 2 - 4 * t * U) * (-1 - b / 2) * ha
        + (w ^ 2 - 4 * t ^ 2 - 4 * t * U) * 0 * hb
        + (w ^ 2 - 4 * t ^ 2 - 4 * t * U / 1) * hb
        + (4 * t * U - 8 * t * U / 2) * hb - 4 * t * U * hb + 4 * t * U * hb
        + (4 * t * U - 4 * t * U) * ha - 4 * t * U * hb
    calc (1 - a • R) * (1 + b • R) = 1 + (b - a - a * b / 2) • R := by
          simp only [sub_mul, mul_add, one_mul, mul_one, smul_mul_smul_comm, R_mul_R]
          module
      _ = 1 := by rw [hab, zero_smul, add_zero]
  rw [screened, Matrix.inv_eq_right_inv hinv, coulomb, mul_smul_comm, mul_one, smul_add,
    smul_smul]
  congr 2
  ring

end

end HubbardDimerScreening
```

The error:

```
Main.lean:59:6: error: ring failed, ring expressions not equal
t U w : ℝ
hw : w ^ 2 ≠ 4 * t ^ 2
hres : w ^ 2 ≠ 4 * t ^ 2 + 4 * t * U
hD : w ^ 2 - 4 * t ^ 2 ≠ 0
hE : w ^ 2 - 4 * t ^ 2 - 4 * t * U ≠ 0
a : ℝ
ha : a * (w ^ 2 - 4 * t ^ 2) = 8 * t * U
b : ℝ
hb : b * (w ^ 2 - 4 * t ^ 2 - 4 * t * U) = 8 * t * U
⊢ w ^ 2 * t * U * b * 4 - t ^ 2 * U ^ 2 * 32 - t ^ 2 * U ^ 2 * b * 16 - t ^ 3 * U * b * 16 = 0
```

Cause. The error comes from the `linear_combination` call that proves `hab` after multiplication by D·E, where D = w² − 4t² and E = D − 4tU. This tactic subtracts the chosen combination of hypotheses from the goal and asks `ring` to confirm that nothing is left. `ring` does not use `ha` or `hb` itself, so the coefficients must be exactly right.

The coefficient of `ha`, E(−1 − b/2), is correct, and the later `ha` term is zero. What then remains of the goal is E(bE − 8tU), so `hb` (bE = 8tU) needs the coefficient E. The many `hb` terms in the file add up to E − 4tU instead. The leftover is 4tU(bE − 8tU), which, expanded, is the left side of the equation in the message. It does vanish by `hb`, but not as a polynomial identity, so `ring` fails.

The diff replaces all the terms after the first with the single term E·`hb`, written out in t, U and w. That supplies the missing 4tU·`hb`, and the difference cancels identically. Dropping the terms that were zero or cancelled each other is mere tidying.

Fix (accepted with no message):

```diff
@@ -58,8 +58,5 @@
       apply mul_left_cancel₀ (mul_ne_zero hD hE)
       linear_combination (w ^ 2 - 4 * t ^ 2 - 4 * t * U) * (-1 - b / 2) * ha
-        + (w ^ 2 - 4 * t ^ 2 - 4 * t * U) * 0 * hb
-        + (w ^ 2 - 4 * t ^ 2 - 4 * t * U / 1) * hb
-        + (4 * t * U - 8 * t * U / 2) * hb - 4 * t * U * hb + 4 * t * U * hb
-        + (4 * t * U - 4 * t * U) * ha - 4 * t * U * hb
+        + (w ^ 2 - 4 * t ^ 2 - 4 * t * U) * hb
     calc (1 - a • R) * (1 + b • R) = 1 + (b - a - a * b / 2) • R := by
           simp only [sub_mul, mul_add, one_mul, mul_one, smul_mul_smul_comm, R_mul_R]
```
